# The third-order energy of a non-degenerate level, and its value for a three-level loop of couplings

## What second order misses

Take a closed-shell molecule with a heavy atom, and ask how spin–orbit coupling changes the magnetic shielding of a nucleus. A minimal model has a reference state 0 and two excited states, 1 and 2. The magnetic field couples 0 to 1, spin–orbit coupling connects 1 to 2, and the magnetic moment of the nucleus couples 2 back to 0. With the reference energy at zero and excited energies $\varepsilon_1,\varepsilon_2$, the second-order energy is

$$e_2=-\frac{|V_{01}|^2}{\varepsilon_1}-\frac{|V_{02}|^2}{\varepsilon_2}.$$

The spin–orbit element $V_{12}$ does not occur in it, and neither does any product of field and nuclear moment. With all three couplings treated as perturbations, a calculation that stops here finds no spin–orbit shielding at all. The effect first appears at third order, where a path can run once around the loop.

In this three-level model with fixed couplings, the third-order energy has the structure of the leading spin–orbit contribution to nuclear shielding in electronic structure theory: it is linear in the field, in the spin–orbit coupling and in the nuclear moment.

## The equations and what they force

Let $H_0$ be diagonal with real energies $\varepsilon_n$ on a finite set of levels, let $o$ be the reference level with basis vector $r$, and let $V$ be the perturbation with strength $t$. Through third order in $t$, the state is $r+t\psi_1+t^2\psi_2+t^3\psi_3$ and its energy is $\varepsilon_o+te_1+t^2e_2+t^3e_3$. Intermediate normalisation means $(\psi_k)_o=0$. The Rayleigh–Schrödinger equations are

$$\begin{aligned}
H_0\psi_1+Vr&=\varepsilon_o\psi_1+e_1r,\\
H_0\psi_2+V\psi_1&=\varepsilon_o\psi_2+e_1\psi_1+e_2r,\\
H_0\psi_3+V\psi_2&=\varepsilon_o\psi_3+e_1\psi_2+e_2\psi_1+e_3r.
\end{aligned}$$

In Lean, `H0 ε` is the diagonal matrix, `ref o` is $r$, and `RSEquations` collects the three normalisation conditions and the three equations. The hypothesis `hgap` says that no other level has the energy of $o$; the other levels may be degenerate among themselves.

Write $\Delta_n=\varepsilon_n-\varepsilon_o$. The theorem `third_order_energy` says that every solution has

$$e_3=\sum_{m\ne o}\sum_{n\ne o}\frac{V_{om}V_{mn}V_{no}}{\Delta_m\Delta_n}-V_{oo}\sum_{m\ne o}\frac{V_{om}V_{mo}}{\Delta_m^2}.$$

Here $V$ is any complex matrix. If $\varepsilon_o=0$ and $V_{oo}=0$, only the double sum remains, with denominators $\varepsilon_m\varepsilon_n$.

For three levels with $\varepsilon_0=0$, the theorem `three_level_energy` adds that $V$ is Hermitian with zero diagonal, and `loopCoupling_energy` sets $V_{01}=iB$, $V_{12}=i\zeta$, $V_{20}=\mu$ with real $B,\zeta,\mu$:

$$e_3=-\frac{2B\zeta\mu}{\varepsilon_1\varepsilon_2}.$$

The three parameters are coupling energies. The factors $i$ stand for the imaginary matrix elements that orbital angular momentum has between real orbitals; the real $\mu$ stands for a coupling of Fermi-contact type.

The model has finitely many levels and a fixed $V$, linear in $t$. It therefore leaves out the self-consistent response of a Kohn–Sham potential and the diamagnetic terms of the Hamiltonian, which are quadratic in the field or bilinear in the field and the nuclear moment. Convergence of the perturbation series is a separate question, on which these theorems are silent.

## Projecting the equations order by order

**First order.** The component on $o$ gives $e_1=V_{oo}$. On $n\ne o$ it reads $\varepsilon_n(\psi_1)_n+V_{no}=\varepsilon_o(\psi_1)_n$, so

$$(\psi_1)_n=-\frac{V_{no}}{\Delta_n}.$$

**Second order.** The component on $o$ gives $e_2=(V\psi_1)_o$, which for the Hermitian three-level model is the second-order energy used above. On $m\neq o$,

$$(\psi_2)_m=-\frac{(V\psi_1)_m-V_{oo}(\psi_1)_m}{\Delta_m}
=\sum_{n\ne o}\frac{V_{mn}V_{no}}{\Delta_m\Delta_n}-\frac{V_{oo}V_{mo}}{\Delta_m^2}.$$

**Third order.** On $o$, all terms with $(\psi_k)_o$ vanish, which leaves

$$e_3=(V\psi_2)_o=\sum_{m\ne o}V_{om}(\psi_2)_m.$$

Inserting $(\psi_2)_m$ gives the stated formula.

**Three levels.** With zero diagonal, the terms with $m=n$ vanish. Two paths remain:

$$e_3=\frac{V_{01}V_{12}V_{20}+V_{02}V_{21}V_{10}}{\varepsilon_1\varepsilon_2}
=\frac{2\,\mathrm{Re}(V_{01}V_{12}V_{20})}{\varepsilon_1\varepsilon_2},$$

since Hermiticity makes the second product the conjugate of the first. Finally $(iB)(i\zeta)\mu=-B\zeta\mu$. Had only one of the three couplings been imaginary, the real part would be zero.

**Solvability.** For a source $x$, define $Rx$ by $(Rx)_o=0$ and $(Rx)_n=-x_n/\Delta_n$ for $n\neq o$. Then

$$H_0Rx+x=\varepsilon_oRx+x_or,$$

because $\Delta_n(Rx)_n=-x_n$ on the excited levels and both sides equal $x_o$ on $o$. The choices

$$\begin{aligned}
\psi_1&=R(Vr),\\
\psi_2&=R(V\psi_1-V_{oo}\psi_1),\\
\psi_3&=R(V\psi_2-V_{oo}\psi_2-(V\psi_1)_o\psi_1)
\end{aligned}$$

solve the three equations, with energies $V_{oo}$, $(V\psi_1)_o$ and $(V\psi_2)_o$.

**Remainder.** Insert the truncated state and energy into the eigenvalue equation of $H_0+tV$. The powers $t^0$ to $t^3$ cancel, by $H_0r=\varepsilon_or$ and the three equations. What is left is

$$t^4\bigl[V\psi_3-e_1\psi_3-e_2\psi_2-e_3\psi_1-t(e_2\psi_3+e_3\psi_2)-t^2e_3\psi_3\bigr].$$

## A loop with numbers

Let $\varepsilon_1=2$, $\varepsilon_2=3$, $B=1$, $\zeta=3$, $\mu=2$, in a common energy unit. Then $V_{10}=-i$, $V_{21}=-3i$ and $V_{02}=2$.

- First order: $(\psi_1)_1=i/2$ and $(\psi_1)_2=-2/3$.
- Second order: $(V\psi_1)_1=3i\cdot(-2/3)=-2i$ and $(V\psi_1)_2=-3i\cdot i/2=3/2$, so $(\psi_2)_1=i$ and $(\psi_2)_2=-1/2$.
- Third order: $e_3=i\cdot i+2\cdot(-1/2)=-2$.

The closed formula gives $-2\cdot1\cdot3\cdot2/(2\cdot3)=-2$ as well. Reversing the sign of $\zeta$ turns $e_3$ into $+2$, while $e_2=-11/6$ stays the same. The numbers are chosen for short arithmetic: the couplings are not small against the level spacings, so $e_2$ and $e_3$ are to be read as the coefficients of $t^2$ and $t^3$ in an expansion for small $t$, not as corrections to be added at $t=1$.

## The complete Lean file

```lean
import Mathlib

open Matrix ComplexConjugate

namespace ThirdOrderPerturbation

noncomputable section

variable {ι : Type*} [Fintype ι] [DecidableEq ι]

/-- The unperturbed Hamiltonian, diagonal with real level energies `ε`. -/
def H0 (ε : ι → ℝ) : Matrix ι ι ℂ := Matrix.diagonal fun n => (ε n : ℂ)

/-- The unperturbed reference state: the basis vector of level `o`. -/
def ref (o : ι) : ι → ℂ := Pi.single o 1

/-- The Rayleigh-Schrödinger equations of orders one to three for the perturbation `V` of
level `o`, with state corrections `ψ₁ ψ₂ ψ₃` that have no component on the reference state
(intermediate normalisation) and energy corrections `e₁ e₂ e₃`. -/
structure RSEquations (ε : ι → ℝ) (V : Matrix ι ι ℂ) (o : ι)
    (ψ₁ ψ₂ ψ₃ : ι → ℂ) (e₁ e₂ e₃ : ℂ) : Prop where
  norm1 : ψ₁ o = 0
  norm2 : ψ₂ o = 0
  norm3 : ψ₃ o = 0
  order1 : H0 ε *ᵥ ψ₁ + V *ᵥ ref o = (ε o : ℂ) • ψ₁ + e₁ • ref o
  order2 : H0 ε *ᵥ ψ₂ + V *ᵥ ψ₁ = (ε o : ℂ) • ψ₂ + e₁ • ψ₁ + e₂ • ref o
  order3 : H0 ε *ᵥ ψ₃ + V *ᵥ ψ₂ = (ε o : ℂ) • ψ₃ + e₁ • ψ₂ + e₂ • ψ₁ + e₃ • ref o

/-- The response of the excited levels to a source `x`: minus the source divided by the excitation
energy, and zero on level `o`. It is meant for a non-degenerate level `o`. -/
def response (ε : ι → ℝ) (o : ι) (x : ι → ℂ) : ι → ℂ :=
  fun n => if n = o then 0 else -x n / ((ε n : ℂ) - ε o)

/-- The explicit first-order state, for a non-degenerate level `o`. -/
def psi1 (ε : ι → ℝ) (V : Matrix ι ι ℂ) (o : ι) : ι → ℂ :=
  response ε o (V *ᵥ ref o)

/-- The explicit second-order state, for a non-degenerate level `o`. -/
def psi2 (ε : ι → ℝ) (V : Matrix ι ι ℂ) (o : ι) : ι → ℂ :=
  response ε o (V *ᵥ psi1 ε V o - V o o • psi1 ε V o)

/-- The explicit third-order state, for a non-degenerate level `o`. -/
def psi3 (ε : ι → ℝ) (V : Matrix ι ι ℂ) (o : ι) : ι → ℂ :=
  response ε o (V *ᵥ psi2 ε V o - V o o • psi2 ε V o - (V *ᵥ psi1 ε V o) o • psi1 ε V o)

variable {ε : ι → ℝ} {V : Matrix ι ι ℂ} {o : ι} {ψ₁ ψ₂ ψ₃ : ι → ℂ} {e₁ e₂ e₃ : ℂ}

/-- The perturbation acting on the reference state gives the column `o` of its matrix. -/
theorem mulVec_ref (V : Matrix ι ι ℂ) (o n : ι) : (V *ᵥ ref o) n = V n o := by
  simp [ref, Matrix.mulVec, dotProduct, Pi.single_apply]

/-- On a state without reference component, the perturbation acts through a sum over the
other levels only. -/
theorem mulVec_excited (V : Matrix ι ι ℂ) {x : ι → ℂ} (hx : x o = 0) (n : ι) :
    (V *ᵥ x) n = ∑ m ∈ Finset.univ.erase o, V n m * x m := by
  change ∑ m, V n m * x m = _
  refine (Finset.sum_erase _ ?_).symm
  simp [hx]

/-- With the corrections through third order, the eigenvalue equation of `H0 + t V` holds
up to a remainder of fourth order in the coupling strength `t`. -/
theorem residual_fourth_order (h : RSEquations ε V o ψ₁ ψ₂ ψ₃ e₁ e₂ e₃) (t : ℂ) :
    (H0 ε + t • V) *ᵥ (ref o + t • ψ₁ + t ^ 2 • ψ₂ + t ^ 3 • ψ₃)
      - ((ε o : ℂ) + t * e₁ + t ^ 2 * e₂ + t ^ 3 * e₃) •
        (ref o + t • ψ₁ + t ^ 2 • ψ₂ + t ^ 3 • ψ₃)
    = t ^ 4 • (V *ᵥ ψ₃ - e₁ • ψ₃ - e₂ • ψ₂ - e₃ • ψ₁
        - t • (e₂ • ψ₃ + e₃ • ψ₂) - t ^ 2 • (e₃ • ψ₃)) := by
  have h0 : H0 ε *ᵥ ref o = (ε o : ℂ) • ref o := by
    ext n
    simp only [H0, Matrix.mulVec_diagonal, Pi.smul_apply, smul_eq_mul]
    rcases eq_or_ne n o with rfl | hn
    · rfl
    · simp [ref, hn]
  simp only [Matrix.add_mulVec, Matrix.mulVec_add, Matrix.mulVec_smul, Matrix.smul_mulVec]
  -- each power of `t` up to the third cancels by the equation of that order
  linear_combination (norm := module)
    h0 + t • h.order1 + t ^ 2 • h.order2 + t ^ 3 • h.order3

/-- For a non-degenerate level `o`, the response solves the inhomogeneous equation whose
source is `x` with its reference component removed. -/
theorem response_spec (hgap : ∀ n, n ≠ o → ε n ≠ ε o) (x : ι → ℂ) :
    H0 ε *ᵥ response ε o x + x = (ε o : ℂ) • response ε o x + x o • ref o := by
  ext n
  simp only [Pi.add_apply, Pi.smul_apply, smul_eq_mul, H0, Matrix.mulVec_diagonal]
  rcases eq_or_ne n o with rfl | hn
  · simp [response, ref]
  · have d : (ε n : ℂ) - ε o ≠ 0 := sub_ne_zero.mpr (by exact_mod_cast hgap n hn)
    have r : ref o n = 0 := by simp [ref, hn]
    have e : response ε o x n * ((ε n : ℂ) - ε o) = -x n := by
      simp only [response, if_neg hn]
      exact div_mul_cancel₀ _ d
    linear_combination e - x o * r

/-- For a non-degenerate level `o` and any perturbation, the explicit states `psi1`, `psi2`,
`psi3` solve the Rayleigh-Schrödinger equations through third order. -/
theorem rsEquations_witness (V : Matrix ι ι ℂ) (hgap : ∀ n, n ≠ o → ε n ≠ ε o) :
    RSEquations ε V o (psi1 ε V o) (psi2 ε V o) (psi3 ε V o)
      (V o o) ((V *ᵥ psi1 ε V o) o) ((V *ᵥ psi2 ε V o) o) := by
  have z1 : psi1 ε V o o = 0 := by simp [psi1, response]
  have z2 : psi2 ε V o o = 0 := by simp [psi2, response]
  have z3 : psi3 ε V o o = 0 := by simp [psi3, response]
  refine ⟨z1, z2, z3, ?_, ?_, ?_⟩
  · have s := response_spec hgap (V *ᵥ ref o)
    rw [mulVec_ref] at s
    exact s
  · have s : H0 ε *ᵥ psi2 ε V o + _ = (ε o : ℂ) • psi2 ε V o + _ :=
      response_spec hgap (V *ᵥ psi1 ε V o - V o o • psi1 ε V o)
    simp only [Pi.sub_apply, Pi.smul_apply, z1, smul_zero, sub_zero] at s
    linear_combination (norm := module) s
  · have s : H0 ε *ᵥ psi3 ε V o + _ = (ε o : ℂ) • psi3 ε V o + _ :=
      response_spec hgap (V *ᵥ psi2 ε V o - V o o • psi2 ε V o
        - (V *ᵥ psi1 ε V o) o • psi1 ε V o)
    simp only [Pi.sub_apply, Pi.smul_apply, z1, z2, smul_zero, sub_zero] at s
    linear_combination (norm := module) s

/-- For a non-degenerate level `o`, the first-order energy is the expectation value `V o o`,
and each excited amplitude is minus the coupling over the excitation energy. -/
theorem first_order (h : RSEquations ε V o ψ₁ ψ₂ ψ₃ e₁ e₂ e₃)
    (hgap : ∀ n, n ≠ o → ε n ≠ ε o) :
    e₁ = V o o ∧ ∀ n, n ≠ o → ψ₁ n = -V n o / ((ε n : ℂ) - ε o) := by
  have c (n : ι) := congrFun h.order1 n
  simp only [Pi.add_apply, Pi.smul_apply, smul_eq_mul, mulVec_ref, H0,
    Matrix.mulVec_diagonal] at c
  constructor
  · have r : ref o o = 1 := by simp [ref]
    linear_combination -c o - e₁ * r
  · intro n hn
    have d : (ε n : ℂ) - ε o ≠ 0 := sub_ne_zero.mpr (by exact_mod_cast hgap n hn)
    have r : ref o n = 0 := by simp [ref, hn]
    rw [eq_div_iff d]
    linear_combination c n + e₁ * r

/-- The third-order energy of a non-degenerate level `o`: the sum over paths through two
excited levels, minus the first-order energy times the norm-type sum. -/
theorem third_order_energy (h : RSEquations ε V o ψ₁ ψ₂ ψ₃ e₁ e₂ e₃)
    (hgap : ∀ n, n ≠ o → ε n ≠ ε o) :
    e₃ = ∑ m ∈ Finset.univ.erase o, ∑ n ∈ Finset.univ.erase o,
          V o m * V m n * V n o / (((ε m : ℂ) - ε o) * ((ε n : ℂ) - ε o))
        - V o o * ∑ m ∈ Finset.univ.erase o, V o m * V m o / ((ε m : ℂ) - ε o) ^ 2 := by
  obtain ⟨he1, hψ1⟩ := first_order h hgap
  -- projection of the third-order equation on the reference state
  have he3 : e₃ = (V *ᵥ ψ₂) o := by
    have c := congrFun h.order3 o
    have r : ref o o = 1 := by simp [ref]
    simp only [Pi.add_apply, Pi.smul_apply, smul_eq_mul, H0, Matrix.mulVec_diagonal,
      h.norm1, h.norm2, h.norm3, r] at c
    linear_combination -c
  rw [he3, mulVec_excited V h.norm2, Finset.mul_sum, ← Finset.sum_sub_distrib]
  refine Finset.sum_congr rfl fun m hm => ?_
  have hmo : m ≠ o := Finset.ne_of_mem_erase hm
  have d : (ε m : ℂ) - ε o ≠ 0 := sub_ne_zero.mpr (by exact_mod_cast hgap m hmo)
  -- projection of the second-order equation on an excited level
  have hψ2 : ψ₂ m = -((V *ᵥ ψ₁) m - V o o * ψ₁ m) / ((ε m : ℂ) - ε o) := by
    have c := congrFun h.order2 m
    have r : ref o m = 0 := by simp [ref, hmo]
    simp only [Pi.add_apply, Pi.smul_apply, smul_eq_mul, H0, Matrix.mulVec_diagonal,
      r, he1] at c
    rw [eq_div_iff d]
    linear_combination c
  have hs : ∑ n ∈ Finset.univ.erase o,
      V o m * V m n * V n o / (((ε m : ℂ) - ε o) * ((ε n : ℂ) - ε o))
      = -(V o m / ((ε m : ℂ) - ε o)) * (V *ᵥ ψ₁) m := by
    rw [mulVec_excited V h.norm1, Finset.mul_sum]
    refine Finset.sum_congr rfl fun n hn => ?_
    rw [hψ1 n (Finset.ne_of_mem_erase hn)]
    generalize (ε m : ℂ) - ε o = a
    generalize (ε n : ℂ) - ε o = b
    ring
  rw [hs, hψ2, hψ1 m hmo]
  generalize (ε m : ℂ) - ε o = a
  ring

/-- Three levels with the reference at zero energy, the others at nonzero energies, and a
Hermitian perturbation without diagonal: the third-order energy is twice the real part of the
loop product of couplings, over the product of the two level energies. -/
theorem three_level_energy {ε : Fin 3 → ℝ} {V : Matrix (Fin 3) (Fin 3) ℂ}
    {ψ₁ ψ₂ ψ₃ : Fin 3 → ℂ} (h : RSEquations ε V 0 ψ₁ ψ₂ ψ₃ e₁ e₂ e₃)
    (h0 : ε 0 = 0) (hE : ∀ n, n ≠ 0 → ε n ≠ 0) (hV : V.IsHermitian) (hd : ∀ i, V i i = 0) :
    e₃ = ((2 * (V 0 1 * V 1 2 * V 2 0).re : ℝ) : ℂ) / ((ε 1 : ℂ) * ε 2) := by
  have a : conj (V 0 1) = V 1 0 := hV.apply 1 0
  have b : conj (V 1 2) = V 2 1 := hV.apply 2 1
  have c : conj (V 2 0) = V 0 2 := hV.apply 0 2
  -- the two directions around the loop are complex conjugates
  have key := Complex.add_conj (V 0 1 * V 1 2 * V 2 0)
  rw [map_mul, map_mul, a, b, c] at key
  have hs : (Finset.univ.erase 0 : Finset (Fin 3)) = {1, 2} := by decide
  have hne : (1 : Fin 3) ≠ 2 := by decide
  rw [third_order_energy h (fun n hn => by rw [h0]; exact hE n hn), ← key, hs]
  simp only [Finset.sum_pair hne, hd, h0, Complex.ofReal_zero, sub_zero]
  ring

/-- The three-level perturbation with couplings `iB`, `iζ` and `μ` around the loop and their
conjugates in the opposite direction. -/
def loopCoupling (B ζ μ : ℝ) : Matrix (Fin 3) (Fin 3) ℂ :=
  !![0, Complex.I * B, μ; -(Complex.I * B), 0, Complex.I * ζ; μ, -(Complex.I * ζ), 0]

/-- With the reference level at zero energy and the others at nonzero energies, the loop of
couplings `iB`, `iζ`, `μ` has the third-order energy `-2 B ζ μ / (ε₁ ε₂)`. -/
theorem loopCoupling_energy {ε : Fin 3 → ℝ} {B ζ μ : ℝ} {ψ₁ ψ₂ ψ₃ : Fin 3 → ℂ}
    (h : RSEquations ε (loopCoupling B ζ μ) 0 ψ₁ ψ₂ ψ₃ e₁ e₂ e₃)
    (h0 : ε 0 = 0) (hE : ∀ n, n ≠ 0 → ε n ≠ 0) :
    e₃ = ((-2 * B * ζ * μ / (ε 1 * ε 2) : ℝ) : ℂ) := by
  have hV : (loopCoupling B ζ μ).IsHermitian := by
    ext i j
    fin_cases i <;> fin_cases j <;> simp [loopCoupling, Matrix.conjTranspose_apply]
  have hd : ∀ i, loopCoupling B ζ μ i i = 0 := by
    intro i
    fin_cases i <;> simp [loopCoupling]
  have hre : (loopCoupling B ζ μ 0 1 * loopCoupling B ζ μ 1 2
      * loopCoupling B ζ μ 2 0).re = -(B * ζ * μ) := by
    simp [loopCoupling]
  rw [three_level_energy h h0 hE hV hd, hre]
  push_cast
  ring

end

end ThirdOrderPerturbation
```

```lean
#print axioms ThirdOrderPerturbation.residual_fourth_order
#print axioms ThirdOrderPerturbation.three_level_energy
#print axioms ThirdOrderPerturbation.loopCoupling_energy
```

```
'ThirdOrderPerturbation.residual_fourth_order' depends on axioms: [propext, Classical.choice, Quot.sound]
'ThirdOrderPerturbation.three_level_energy' depends on axioms: [propext, Classical.choice, Quot.sound]
'ThirdOrderPerturbation.loopCoupling_energy' depends on axioms: [propext, Classical.choice, Quot.sound]
```

## From the projections to the Lean proof

The lemma `mulVec_ref` reads off $(Vr)_n=V_{no}$, and `mulVec_excited` restricts the sum in $(V\psi)_n$ to excited levels when $\psi$ has no reference component. `first_order` takes the components of the first equation and solves for $e_1$ and $\psi_1$.

In `third_order_energy`, the step `he3` is the projection of the third equation on $o$, and `hψ2` is the projection of the second on $m\ne o$. The step `hs` recognises the inner sum over $n$ as $-(V_{om}/\Delta_m)(V\psi_1)_m$. The formula then follows term by term in $m$.

`response` is the map $R$, and `response_spec` is its defining equation. `rsEquations_witness` applies it three times, so the equations have a solution for every $V$ once level $o$ is non-degenerate. `residual_fourth_order` is the remainder identity; it needs no gap condition.

For three levels, `key` states that the loop product plus its conjugate is twice its real part. `loopCoupling_energy` then checks that the given matrix is Hermitian with zero diagonal and evaluates the real part.

## Adding equations with `linear_combination`

Most of the algebra rests on the tactic `linear_combination`. One names the known equations and their coefficients, and Lean checks that the goal's left side minus its right side equals the same combination of the differences in the known equations.

For numbers, the check is done by `ring1`, which is how each projected component is solved. For whole vectors, the option `(norm := module)` uses `module` instead, which compares linear combinations of vectors with scalar coefficients. The remainder identity is then one line:

`h0 + t • h.order1 + t ^ 2 • h.order2 + t ^ 3 • h.order3`

This is the usual instruction to multiply each equation by its power of $t$ and add. The `simp only` before it distributes the matrices over the sums, since `module` treats a product such as `V *ᵥ ψ₁` as a single unknown vector.
